# Image and excited-state bounds on the effective gap of a finite spectral sum with non-negative weights

At inverse temperature $\beta$, a Hermitian operator with a single transition energy $D>0$ has the imaginary-time correlator $C(\tau)=A\,(e^{-D\tau}+e^{-D(\beta-\tau)})$ with $A>0$, and its decay rate $-C'/C=D\tanh(D(\beta/2-\tau))$ lies below $D$ because the second term grows while the first decays. For $\tau\le\beta/2$, further levels of higher energy and non-negative weight never lower this rate, and the Lean file below bounds both effects in that range.

```lean
import Mathlib

open Real Filter Topology

namespace ImaginaryTimeGap

noncomputable section

/-- A decay with energy `D` in imaginary time together with its periodic image from `β`. -/
def thermalPair (β D τ : ℝ) : ℝ := exp (-(D * τ)) + exp (-(D * (β - τ)))

/-- The negative slope of a thermal pair: `D` times the difference of direct term and image. -/
def thermalSlope (β D τ : ℝ) : ℝ := D * (exp (-(D * τ)) - exp (-(D * (β - τ))))

/-- A correlator with one level of energy `D` and weight `A`, and a finite set `s` of further
levels with energies `E n` and weights `B n`. -/
def correlator {ι : Type*} (β A D : ℝ) (s : Finset ι) (B E : ι → ℝ) (τ : ℝ) : ℝ :=
  A * thermalPair β D τ + ∑ n ∈ s, B n * thermalPair β (E n) τ

/-- The effective gap `-C'(τ)/C(τ)`, meant for `C` differentiable at `τ` with `C τ ≠ 0`. -/
def effGap (C : ℝ → ℝ) (τ : ℝ) : ℝ := -deriv C τ / C τ

lemma thermalPair_pos (β D τ : ℝ) : 0 < thermalPair β D τ :=
  add_pos (exp_pos _) (exp_pos _)

/-- The imaginary-time derivative of a thermal pair is minus its `thermalSlope`. -/
theorem hasDerivAt_thermalPair (β D τ : ℝ) :
    HasDerivAt (thermalPair β D) (-thermalSlope β D τ) τ := by
  have h1 : HasDerivAt (fun t : ℝ => exp (-(D * t))) (exp (-(D * τ)) * (-(D * 1))) τ :=
    (((hasDerivAt_id' τ).const_mul D).fun_neg).exp
  have h2 : HasDerivAt (fun t : ℝ => exp (-(D * (β - t))))
      (exp (-(D * (β - τ))) * (-(D * (-1)))) τ :=
    ((((hasDerivAt_id' τ).const_sub β).const_mul D).fun_neg).exp
  exact (h1.fun_add h2).congr_deriv (by unfold thermalSlope; ring)

/-- The `thermalSlope` of a thermal pair is `D tanh (D (β/2 - τ))` times the pair itself. -/
theorem thermalSlope_eq (β D τ : ℝ) :
    thermalSlope β D τ = D * tanh (D * (β / 2 - τ)) * thermalPair β D τ := by
  -- factor out the value at the midpoint of the imaginary-time interval
  have e1 : exp (-(D * τ)) = exp (-(D * β / 2)) * exp (D * (β / 2 - τ)) := by
    rw [← exp_add]; congr 1; ring
  have e2 : exp (-(D * (β - τ))) = exp (-(D * β / 2)) * exp (-(D * (β / 2 - τ))) := by
    rw [← exp_add]; congr 1; ring
  have ht : tanh (D * (β / 2 - τ)) * cosh (D * (β / 2 - τ)) = sinh (D * (β / 2 - τ)) := by
    rw [tanh_eq_sinh_div_cosh, div_mul_cancel₀ _ (cosh_pos _).ne']
  rw [cosh_eq, sinh_eq] at ht
  unfold thermalSlope thermalPair
  rw [e1, e2]
  linear_combination (-2 * D * exp (-(D * β / 2))) * ht

/-- At a time `u ≥ 0` before the midpoint, a level of higher energy `E ≥ D ≥ 0` decays at least as
fast, relative to its size, as the level of energy `D`. -/
theorem rate_mono {D E u : ℝ} (hD : 0 ≤ D) (hDE : D ≤ E) (hu : 0 ≤ u) :
    D * tanh (D * u) ≤ E * tanh (E * u) := by
  have h1 : D * u ≤ E * u := mul_le_mul_of_nonneg_right hDE hu
  have h2 : tanh (D * u) ≤ tanh (E * u) := by
    rw [tanh_eq_sinh_div_cosh (D * u), tanh_eq_sinh_div_cosh (E * u),
      div_le_div_iff₀ (cosh_pos _) (cosh_pos _)]
    have h := sinh_nonneg_iff.2 (sub_nonneg.2 h1)
    rw [sinh_sub] at h
    linarith
  have h3 : 0 ≤ tanh (D * u) := by
    rw [tanh_eq_sinh_div_cosh]
    exact div_nonneg (sinh_nonneg_iff.2 (mul_nonneg hD hu)) (cosh_pos _).le
  exact mul_le_mul hDE h2 h3 (hD.trans hDE)

/-- For `D ≥ 0` the periodic image lowers the rate `D tanh (D (β/2 - τ))` below `D` by at most
`2 D exp (-D (β - 2τ))`. -/
theorem image_bound {D : ℝ} (hD : 0 ≤ D) (β τ : ℝ) :
    D - 2 * D * exp (-(D * (β - 2 * τ))) ≤ D * tanh (D * (β / 2 - τ)) := by
  have key : ∀ y : ℝ, 1 - 2 * (exp (-y) * exp (-y)) ≤ tanh y := by
    intro y
    rw [tanh_eq_sinh_div_cosh, le_div_iff₀ (cosh_pos y), cosh_eq, sinh_eq]
    have hab : exp y * exp (-y) = 1 := by rw [← exp_add]; simp
    have h : exp (-y) * (exp y * exp (-y)) = exp (-y) := by rw [hab, mul_one]
    have hb := pow_pos (exp_pos (-y)) 3
    nlinarith [h, hb]
  have hx : exp (-(D * (β - 2 * τ)))
      = exp (-(D * (β / 2 - τ))) * exp (-(D * (β / 2 - τ))) := by
    rw [← exp_add]; congr 1; ring
  rw [hx]
  linarith [mul_le_mul_of_nonneg_left (key (D * (β / 2 - τ))) hD]

/-- The effective gap of a correlator is the weighted sum of `thermalSlope` over its levels, divided
by the correlator. -/
theorem effGap_correlator {ι : Type*} (β A D : ℝ) (s : Finset ι) (B E : ι → ℝ) (τ : ℝ) :
    effGap (correlator β A D s B E) τ =
      (A * thermalSlope β D τ + ∑ n ∈ s, B n * thermalSlope β (E n) τ) /
        correlator β A D s B E τ := by
  have h : HasDerivAt (correlator β A D s B E)
      (A * -thermalSlope β D τ + ∑ n ∈ s, B n * -thermalSlope β (E n) τ) τ :=
    ((hasDerivAt_thermalPair β D τ).const_mul A).fun_add
      (HasDerivAt.fun_sum fun n _ => (hasDerivAt_thermalPair β (E n) τ).const_mul (B n))
  rw [effGap, h.deriv]
  congr 1
  simp only [mul_neg, Finset.sum_neg_distrib]
  ring

/-- For `A > 0`, `B n ≥ 0`, `0 ≤ D ≤ E n` and `τ ≤ β/2`, the effective gap lies between
`D tanh (D (β/2 - τ))` and `D` plus an exponentially weighted sum over the further levels. -/
theorem effGap_bounds {ι : Type*} {β A D τ : ℝ} {s : Finset ι} {B E : ι → ℝ}
    (hA : 0 < A) (hB : ∀ n ∈ s, 0 ≤ B n) (hD : 0 ≤ D) (hE : ∀ n ∈ s, D ≤ E n)
    (hτ : τ ≤ β / 2) :
    D * tanh (D * (β / 2 - τ)) ≤ effGap (correlator β A D s B E) τ ∧
    effGap (correlator β A D s B E) τ ≤
      D + ∑ n ∈ s, B n / A * ((E n - D) * exp (-((E n - D) * τ))) := by
  have hS : 0 ≤ ∑ n ∈ s, B n * thermalPair β (E n) τ :=
    Finset.sum_nonneg fun n hn => mul_nonneg (hB n hn) (thermalPair_pos _ _ _).le
  have hC : 0 < correlator β A D s B E τ :=
    add_pos_of_pos_of_nonneg (mul_pos hA (thermalPair_pos _ _ _)) hS
  rw [effGap_correlator]
  constructor
  · -- every further level decays at least as fast as the lowest one
    rw [le_div_iff₀ hC, correlator, mul_add, Finset.mul_sum]
    refine add_le_add (le_of_eq ?_) (Finset.sum_le_sum fun n hn => ?_)
    · rw [thermalSlope_eq]; ring
    · rw [thermalSlope_eq]
      have h := mul_le_mul_of_nonneg_right (rate_mono hD (hE n hn) (sub_nonneg.2 hτ))
        (mul_nonneg (hB n hn) (thermalPair_pos β (E n) τ).le)
      linarith
  · rw [div_le_iff₀ hC, add_mul]
    have hR : 0 ≤ ∑ n ∈ s, B n / A * ((E n - D) * exp (-((E n - D) * τ))) :=
      Finset.sum_nonneg fun n hn => mul_nonneg (div_nonneg (hB n hn) hA.le)
        (mul_nonneg (sub_nonneg.2 (hE n hn)) (exp_pos _).le)
    -- the correlator is at least the direct term of the lowest level
    have hlow : A * exp (-(D * τ)) ≤ correlator β A D s B E τ := by
      have h := mul_pos hA (exp_pos (-(D * (β - τ))))
      unfold correlator
      rw [thermalPair, mul_add]
      linarith
    have hprod := mul_le_mul_of_nonneg_left hlow hR
    have hsum : (∑ n ∈ s, B n / A * ((E n - D) * exp (-((E n - D) * τ)))) *
        (A * exp (-(D * τ))) = ∑ n ∈ s, B n * ((E n - D) * exp (-(E n * τ))) := by
      rw [Finset.sum_mul]
      refine Finset.sum_congr rfl fun n _ => ?_
      have he : exp (-(E n * τ)) = exp (-((E n - D) * τ)) * exp (-(D * τ)) := by
        rw [← exp_add]; congr 1; ring
      rw [he]
      field_simp
    -- dropping the images only increases the excess over `D`
    have hexc : ∑ n ∈ s, B n * thermalSlope β (E n) τ ≤
        D * (∑ n ∈ s, B n * thermalPair β (E n) τ) +
          ∑ n ∈ s, B n * ((E n - D) * exp (-(E n * τ))) := by
      rw [Finset.mul_sum, ← Finset.sum_add_distrib]
      refine Finset.sum_le_sum fun n hn => ?_
      have h := mul_nonneg (hB n hn) (mul_nonneg
        (add_nonneg (hD.trans (hE n hn)) hD) (exp_pos (-(E n * (β - τ)))).le)
      unfold thermalSlope thermalPair
      linarith
    have h0 : A * thermalSlope β D τ ≤ D * (A * thermalPair β D τ) := by
      have h := mul_nonneg (mul_nonneg hA.le hD) (exp_pos (-(D * (β - τ)))).le
      unfold thermalSlope thermalPair
      linarith
    have hDC : D * correlator β A D s B E τ = D * (A * thermalPair β D τ) +
        D * (∑ n ∈ s, B n * thermalPair β (E n) τ) := by
      rw [correlator, mul_add]
    linarith

/-- Two levels with `A > 0`, `B ≥ 0`, `0 ≤ D ≤ D'` and `τ ≤ β/2`: the effective gap differs
from `D` by at most an image term below and an excited-state term above. -/
theorem two_level_bounds {β A B D D' τ : ℝ} (hA : 0 < A) (hB : 0 ≤ B) (hD : 0 ≤ D)
    (hDD : D ≤ D') (hτ : τ ≤ β / 2) :
    D - 2 * D * exp (-(D * (β - 2 * τ))) ≤
      effGap (fun t => A * thermalPair β D t + B * thermalPair β D' t) τ ∧
    effGap (fun t => A * thermalPair β D t + B * thermalPair β D' t) τ ≤
      D + B / A * ((D' - D) * exp (-((D' - D) * τ))) := by
  have hf : correlator β A D (Finset.univ : Finset Unit) (fun _ => B) (fun _ => D') =
      fun t => A * thermalPair β D t + B * thermalPair β D' t := by
    funext t
    simp [correlator]
  have h := effGap_bounds (s := (Finset.univ : Finset Unit)) (B := fun _ => B)
    (E := fun _ => D') hA (fun _ _ => hB) hD (fun _ _ => hDD) hτ
  rw [hf, Fintype.sum_unique] at h
  exact ⟨(image_bound hD β τ).trans h.1, h.2⟩

/-- A single level of nonzero weight has effective gap exactly `D tanh (D (β/2 - τ))`. -/
theorem effGap_single {A : ℝ} (hA : A ≠ 0) (β D τ : ℝ) :
    effGap (fun t => A * thermalPair β D t) τ = D * tanh (D * (β / 2 - τ)) := by
  rw [effGap, ((hasDerivAt_thermalPair β D τ).const_mul A).deriv, thermalSlope_eq,
    div_eq_iff (mul_ne_zero hA (thermalPair_pos β D τ).ne')]
  ring

lemma tendsto_contamination {a c : ℝ} (ha : 0 ≤ a) (hc : 0 < c) :
    Tendsto (fun β : ℝ => a * exp (-(a * (β / c)))) atTop (𝓝 0) := by
  rcases ha.eq_or_lt with h | h
  · simp [← h]
  · have h1 : Tendsto (fun β : ℝ => a * (β / c)) atTop atTop :=
      (tendsto_id.atTop_div_const hc).const_mul_atTop h
    have h2 := (Real.tendsto_exp_neg_atTop_nhds_zero.comp h1).const_mul a
    rw [mul_zero] at h2
    exact h2

/-- For `A > 0`, `B n ≥ 0` and `0 ≤ D ≤ E n`, all independent of `β`, the effective gap read
off at `τ = β/4` converges to `D` as `β` grows. -/
theorem effGap_tendsto {ι : Type*} {A D : ℝ} {s : Finset ι} {B E : ι → ℝ}
    (hA : 0 < A) (hB : ∀ n ∈ s, 0 ≤ B n) (hD : 0 ≤ D) (hE : ∀ n ∈ s, D ≤ E n) :
    Tendsto (fun β => effGap (correlator β A D s B E) (β / 4)) atTop (𝓝 D) := by
  have hlo : Tendsto (fun β : ℝ => D - 2 * (D * exp (-(D * (β / 2))))) atTop (𝓝 D) := by
    have h := ((tendsto_contamination hD two_pos).const_mul 2).const_sub D
    rwa [mul_zero, sub_zero] at h
  have hup : Tendsto (fun β : ℝ =>
      D + ∑ n ∈ s, B n / A * ((E n - D) * exp (-((E n - D) * (β / 4))))) atTop (𝓝 D) := by
    have h := (tendsto_finsetSum s fun n hn =>
      (tendsto_contamination (sub_nonneg.2 (hE n hn)) four_pos).const_mul
        (B n / A)).const_add D
    simp only [mul_zero, Finset.sum_const_zero, add_zero] at h
    exact h
  -- squeeze between the image bound and the excited-state bound
  refine tendsto_of_tendsto_of_tendsto_of_le_of_le' hlo hup ?_ ?_
  · filter_upwards [eventually_ge_atTop (0 : ℝ)] with β hβ
    have h := (image_bound hD β (β / 4)).trans
      (effGap_bounds hA hB hD hE (by linarith : β / 4 ≤ β / 2)).1
    have hb : β - 2 * (β / 4) = β / 2 := by ring
    rw [hb] at h
    linarith
  · filter_upwards [eventually_ge_atTop (0 : ℝ)] with β hβ
    exact (effGap_bounds hA hB hD hE (by linarith : β / 4 ≤ β / 2)).2

end

end ImaginaryTimeGap
```

```lean
#print axioms ImaginaryTimeGap.effGap_bounds
-- 'ImaginaryTimeGap.effGap_bounds' depends on axioms: [propext, Classical.choice, Quot.sound]
#print axioms ImaginaryTimeGap.two_level_bounds
-- 'ImaginaryTimeGap.two_level_bounds' depends on axioms: [propext, Classical.choice, Quot.sound]
#print axioms ImaginaryTimeGap.effGap_single
-- 'ImaginaryTimeGap.effGap_single' depends on axioms: [propext, Classical.choice, Quot.sound]
#print axioms ImaginaryTimeGap.effGap_tendsto
-- 'ImaginaryTimeGap.effGap_tendsto' depends on axioms: [propext, Classical.choice, Quot.sound]
```

## Reading a gap from a decaying correlator

Finite-temperature auxiliary-field and path-integral Monte Carlo produce correlators in imaginary time, and an excitation energy can be read from their decay. Two effects distort the reading: the periodic image from $\tau=\beta$ lowers it, and higher levels raise it. The bounds here control both for a noise-free correlator with finitely many levels.

Write $p_E(\tau)=e^{-E\tau}+e^{-E(\beta-\tau)}$ for one level with its image, and let

$$C(\tau)=A\,p_D(\tau)+\sum_{n\in s}B_n\,p_{E_n}(\tau),\qquad A>0,\quad B_n\ge 0,\quad 0\le D\le E_n .$$

A level here means a transition energy, not an eigenvalue of the Hamiltonian. The letter $D$ stands for the gap usually written $\Delta$, and $\hbar=1$.

## The lower bound: every level decays at least as fast as the lowest

Put $u=\beta/2-\tau\ge 0$. Factoring out the midpoint value gives

$$p_E=2e^{-E\beta/2}\cosh(Eu),\qquad -p_E'=2E\,e^{-E\beta/2}\sinh(Eu)=E\tanh(Eu)\,p_E .$$

Since $\tanh$ is increasing, and non-negative on $[0,\infty)$, $D\tanh(Du)\le E_n\tanh(E_nu)$. Multiplying by the non-negative $B_n p_{E_n}$ and summing yields $-C'\ge D\tanh(Du)\,C$. Division by $C>0$ gives the lower bound. To make the image correction explicit, use

$$1-\tanh y=\frac{2e^{-2y}}{1+e^{-2y}}\le 2e^{-2y}$$

with $y=Du$, so that $D\tanh(Du)\ge D-2D\,e^{-D(\beta-2\tau)}$.

## The upper bound: dropping the images

For each level,

$$-p_E'-D\,p_E=(E-D)e^{-E\tau}-(E+D)e^{-E(\beta-\tau)}\le(E-D)e^{-E\tau}.$$

For the lowest level, $E=D$, the right-hand side is zero. Hence $-C'-DC\le\sum_n B_n(E_n-D)e^{-E_n\tau}$. This sum is non-negative and $C\ge A e^{-D\tau}$, so dividing by $C$ gives

$$-\frac{C'}{C}\le D+\sum_{n\in s}\frac{B_n}{A}(E_n-D)\,e^{-(E_n-D)\tau}.$$

At $\tau=\beta/4$ the image correction is $2D\,e^{-D\beta/2}$ and the excited-state exponents are $-(E_n-D)\beta/4$. Both corrections vanish as $\beta\to\infty$ with fixed weights and energies; if $D=0$ or $E_n=D$, the corresponding prefactor is already zero.

## What the theorems say

`thermalPair β D τ` is $p_D(\tau)$, `thermalSlope` is $-p_D'$, and `correlator` is the sum above, with the further levels indexed by a finite set `s`, which may be empty. `effGap C τ` is $-C'(\tau)/C(\tau)$.

`effGap_bounds` states the two-sided bound with the hyperbolic tangent on the left. `two_level_bounds` specialises it to one further level of energy `D'` and weight `B`, with the exponential image correction. `effGap_single` says that a single level of nonzero weight has exactly the rate $D\tanh(D(\beta/2-\tau))$, so the lower bound is attained. `effGap_tendsto` is the limit at $\tau=\beta/4$. The bounds don't require $\tau\ge 0$. The physical range is $0\le\tau\le\beta$, and they are stated for its first half.

The step left to physics is the spectral representation: that a measured correlator has this form. For a Hermitian operator in a finite-dimensional system, thermal transitions do pair up in this way with non-negative weights. These weights contain Boltzmann factors, however, and transitions between excited states also contribute. $D$ is then the lowest transition energy present, which may differ from the gap above the ground state. A non-zero diagonal matrix element of the operator $O$ adds a constant to $\langle O(\tau)O(0)\rangle$, which counts as a level of energy zero and makes $D=0$. The limit theorem keeps all weights independent of $\beta$. If their ratios change with $\beta$, as they can in a thermal correlator, the limit can differ from $D$.

## From the hand derivation to the Lean proof

`thermalSlope_eq` factors out the midpoint exponential and uses $\tanh y\cosh y=\sinh y$; `linear_combination` finishes the algebra. `rate_mono` obtains the monotonicity of $\tanh$ by cross-multiplying with positive hyperbolic cosines and expanding $\sinh(Eu-Du)\ge 0$. In `image_bound`, clearing the denominator reduces the inequality to the positivity of $e^{-3y}$.

`effGap_bounds` first proves $C>0$ and then clears the division. Its lower half compares levels term by term with `Finset.sum_le_sum`. In the upper half, `hexc` and `h0` drop the images, while `hlow` supplies $C\ge Ae^{-D\tau}$. `two_level_bounds` uses the one-element type `Unit` as its index set, and `effGap_tendsto` squeezes the gap between two functions whose limits come from `tendsto_contamination`.

## `HasDerivAt` as the source of the derivative

The gap is defined with `deriv`, which returns zero where a function is not differentiable. The proof therefore works with `HasDerivAt f f' x`, which says that `f` is differentiable at `x` with derivative `f'`. Such statements combine by the usual rules: `const_mul` handles the weights, `exp` the chain rule, and `HasDerivAt.fun_sum` the finite sum. `congr_deriv` replaces the raw chain-rule output by `-thermalSlope β D τ`. In `effGap_correlator`, `h.deriv` then turns the assembled statement into an equation for `deriv`, and only inequalities between exponentials remain.

## Numbers on a time grid

Take $D=1$, one further level at $D'=2$, $B/A=1/2$ and $\beta=20$. At $\tau=5$ the image correction is $2e^{-10}\approx 0.00009$ and the excited-state correction is $\tfrac12e^{-5}\approx 0.0034$, so the effective gap lies between $0.9999$ and $1.0034$. At $\tau=9$ the excited-state correction is below $10^{-4}$, but the image has pulled the gap down to about $\tanh 1\approx 0.76$.

When $C$ is known on time slices of spacing $\delta$, one can form

$$\frac1\delta\ln\frac{C(\tau)}{C(\tau+\delta)}=\frac1\delta\int_\tau^{\tau+\delta}\left(-\frac{C'(t)}{C(t)}\right)dt .$$

This is the mean effective gap over one slice. For $\tau+\delta\le\beta/2$ it inherits the averaged bounds, a consequence drawn here by integration and not stated in the Lean code.
